# The path operator (E + K)⁻¹ has a double pole at E = 0 when K ≠ 0 and K² = 0, and none when K is Hermitian

One way to extract the weight of a state from a scattering path operator is to multiply the operator by the energy distance from the pole and take the limit at the pole. This step presupposes that the pole is simple. For a finite secular matrix E + K with energy-independent K, a Hermitian K excludes a double pole at E = 0. A complex symmetric K, as can arise from a potential with absorption or gain, does not, and the two-channel matrix

M(E) = [[E + i, 1], [1, E − i]]

is an example: E² M(E)⁻¹ has a nonzero limit as E → 0, while E M(E)⁻¹ has none.

## K does not depend on energy

Let n be a finite set of scattering channels, K a complex matrix indexed by n, and z a complex energy measured from the point of interest. The secular matrix and the path operator τ(z) are

S(z) = z·1 + K,  τ(z) = S(z)⁻¹.

In KKR theory the path operator is the inverse of a matrix built from inverse single-site t-matrices and structure constants, both of which vary with energy. Here that variation is reduced to the single term z·1, in units where its coefficient is one.

```lean
import Mathlib

open Matrix Filter Topology
open scoped ComplexOrder

namespace KKRDoublePole

noncomputable section

variable {n : Type*} [Fintype n] [DecidableEq n]

/-- The secular matrix `z + K` at complex energy `z`, with an energy-independent part `K`. -/
def secular (K : Matrix n n ℂ) (z : ℂ) : Matrix n n ℂ := z • (1 : Matrix n n ℂ) + K

/-- The scattering path operator, the inverse of the secular matrix. -/
def pathOperator (K : Matrix n n ℂ) (z : ℂ) : Matrix n n ℂ := (secular K z)⁻¹

/-- The complex symmetric two-channel matrix with rows `(E + i, 1)` and `(1, E - i)`. -/
def twoChannel (E : ℂ) : Matrix (Fin 2) (Fin 2) ℂ :=
  !![E + Complex.I, 1; 1, E - Complex.I]
```

`secular K z` is S(z), `pathOperator K z` is τ(z), and `twoChannel E` is M(E), written out entry by entry. The type `n` is any finite index type, so no lattice, angular-momentum cutoff or Brillouin-zone integral appears.

The results on poles below rest on the linear form of S(z), which enters the proofs wherever they unfold `secular`. With a general energy dependence the contrast between the Hermitian and non-Hermitian cases would fail: the one-channel secular matrix E² is Hermitian at every real E, and its inverse has a double pole.

## The energy approaches zero without reaching it

A pole is probed from nearby energies. At z = 0 the secular matrix is K itself, which is singular if K² = 0 and there is at least one channel. By hand, the condition z ≠ 0 is what permits division by z and z². In Lean, limits are taken along `𝓝[≠] 0`, the neighbourhoods of zero with zero removed.

Some statements concern complex z and others real E, so a bridge between them is needed.

```lean
/-- Nonzero real energies approaching zero also approach zero in the punctured complex plane. -/
theorem real_energy_tendsto :
    Tendsto (fun E : ℝ => (E : ℂ)) (𝓝[≠] 0) (𝓝[≠] 0) := by
  rw [tendsto_nhdsWithin_iff]
  constructor
  · have h : Tendsto (fun E : ℝ => (E : ℂ)) (𝓝 0) (𝓝 ((0 : ℝ) : ℂ)) :=
      Complex.continuous_ofReal.tendsto 0
    rw [Complex.ofReal_zero] at h
    exact h.mono_left nhdsWithin_le_nhds
  · filter_upwards [self_mem_nhdsWithin] with E hE
    exact Complex.ofReal_ne_zero.mpr hE
```

The proof has two parts: the embedding of the reals in the complex numbers is continuous, and it sends nonzero numbers to nonzero numbers. A limit known for complex z therefore also holds along real energies.

## K squares to zero

The condition K² = 0 means that K, applied twice, annihilates every channel vector. Physically, for K ≠ 0, this is a coalescence: K has zero as its only eigenvalue, but too few eigenvectors to span the channel space.

By hand, try z⁻¹·1 − z⁻²K as the inverse:

(z·1 + K)(z⁻¹·1 − z⁻²K) = 1 − z⁻¹K + z⁻¹K − z⁻²K² = 1.

The middle terms cancel for any K, and the last vanishes because K² = 0. For square matrices a right inverse is also a left inverse, so for z ≠ 0

τ(z) = z⁻¹·1 − z⁻²K.

```lean
/-- If `K` squares to zero, the secular matrix is invertible at every nonzero energy and the
path operator is `1/z - K/z²`. -/
theorem pathOperator_laurent (K : Matrix n n ℂ) (hK : K * K = 0) {z : ℂ} (hz : z ≠ 0) :
    IsUnit (secular K z) ∧
      pathOperator K z = z⁻¹ • (1 : Matrix n n ℂ) - (z ^ 2)⁻¹ • K := by
  have hs : z * (z ^ 2)⁻¹ = z⁻¹ := by field_simp
  have h : secular K z * (z⁻¹ • (1 : Matrix n n ℂ) - (z ^ 2)⁻¹ • K) = 1 := by
    calc secular K z * (z⁻¹ • (1 : Matrix n n ℂ) - (z ^ 2)⁻¹ • K)
        = (z * z⁻¹) • (1 : Matrix n n ℂ) + (z⁻¹ - z * (z ^ 2)⁻¹) • K
            - (z ^ 2)⁻¹ • (K * K) := by
          simp only [secular, add_mul, mul_sub, smul_mul_assoc, mul_smul_comm,
            one_mul, mul_one]
          module
      _ = 1 := by
          rw [hK, hs, mul_inv_cancel₀ hz, sub_self]
          simp
  exact ⟨⟨⟨_, _, h, mul_eq_one_comm.mp h⟩, rfl⟩, Matrix.inv_eq_right_inv h⟩
```

The theorem `pathOperator_laurent` states both invertibility and this formula. The `calc` block is the multiplication above: its first step expands the product and collects the terms in 1, K and K², and its second inserts `hK` and cancels the powers of z. `mul_eq_one_comm` supplies the other order of the product, and `Matrix.inv_eq_right_inv` identifies the candidate with the inverse.

Multiplying the formula by z² gives

z² τ(z) = z·1 − K → −K as z → 0.

```lean
/-- If `K` squares to zero, then `z²` times the path operator tends to `-K` as the complex
energy `z` tends to zero. -/
theorem double_pole_coefficient (K : Matrix n n ℂ) (hK : K * K = 0) :
    Tendsto (fun z : ℂ => z ^ 2 • pathOperator K z) (𝓝[≠] 0) (𝓝 (-K)) := by
  have hc : Continuous (fun z : ℂ => z • (1 : Matrix n n ℂ) - K) :=
    (continuous_id.smul continuous_const).sub continuous_const
  have h0 : Tendsto (fun z : ℂ => z • (1 : Matrix n n ℂ) - K) (𝓝[≠] 0) (𝓝 (-K)) := by
    have h := hc.tendsto 0
    rw [zero_smul, zero_sub] at h
    exact h.mono_left nhdsWithin_le_nhds
  refine h0.congr' ?_
  filter_upwards [self_mem_nhdsWithin] with z hz
  have hz' : z ≠ 0 := hz
  have h1 : z ^ 2 * z⁻¹ = z := by field_simp
  rw [(pathOperator_laurent K hK hz').2, smul_sub, smul_smul, smul_smul, h1,
    mul_inv_cancel₀ (pow_ne_zero 2 hz'), one_smul]
```

The proof first establishes the limit of the polynomial z·1 − K by continuity. It then uses `congr'` to replace that polynomial by z² τ(z), which is permitted because the two agree at every nonzero z.

Without K² = 0 the order of the pole can change in either direction. If K is invertible, τ(z) has no pole at zero. If K³ = 0 but K² ≠ 0, the same multiplication with one more term gives

τ(z) = z⁻¹·1 − z⁻²K + z⁻³K²,

and z² τ(z) diverges.

## K is not zero

The coefficient of the double pole is −K, so K ≠ 0 says that the double pole is present. If K = 0, then τ(E) = E⁻¹·1 and E τ(E) = 1 for every nonzero E, an ordinary simple pole if there is at least one channel. With a single channel K² = 0 forces K = 0, so the smallest example with a double pole has two channels.

Suppose that E τ(E) had a finite limit R along real energies. Then

E² τ(E) = E · (E τ(E)) → 0 · R = 0.

The same quantity tends to −K. Hence K = 0, contrary to the hypothesis.

```lean
/-- If `K` is nonzero and squares to zero, then `E` times the path operator has no limit as the
real energy `E` tends to zero. -/
theorem no_simple_pole (K : Matrix n n ℂ) (hK : K * K = 0) (hne : K ≠ 0)
    (R : Matrix n n ℂ) :
    ¬ Tendsto (fun E : ℝ => (E : ℂ) • pathOperator K E) (𝓝[≠] 0) (𝓝 R) := by
  intro h
  -- One more factor of the energy would make the double-pole coefficient vanish.
  have h1 := (real_energy_tendsto.mono_right nhdsWithin_le_nhds).smul h
  have h2 : Tendsto (fun E : ℝ => (E : ℂ) ^ 2 • pathOperator K E) (𝓝[≠] 0) (𝓝 (-K)) :=
    (double_pole_coefficient K hK).comp real_energy_tendsto
  have h3 : Tendsto (fun E : ℝ => (E : ℂ) ^ 2 • pathOperator K E) (𝓝[≠] 0)
      (𝓝 ((0 : ℂ) • R)) := by
    refine h1.congr (fun E => ?_)
    rw [smul_smul, pow_two]
  have h4 := tendsto_nhds_unique h2 h3
  rw [zero_smul, neg_eq_zero] at h4
  exact hne h4
```

In the proof, `h2` is the limit −K carried over to real energies, and `h3` is the limit 0·R obtained from the assumed simple pole. The last lines equate the two and contradict `hne`.

The equating is done by `tendsto_nhds_unique`, the Mathlib lemma on which this argument and the Hermitian one both turn. It takes two statements that the same function tends to a and to b along the same filter, and returns a = b. It needs two background facts, both found automatically. The first is that distinct matrices can be separated by disjoint neighbourhoods. The second is that the filter is nontrivial, which here means that there are nonzero real energies arbitrarily close to zero. Were zero an isolated point, every limit along `𝓝[≠] 0` would hold vacuously and no equation could follow. The lemma thus turns statements about limits into exact matrix identities.

## Both conditions hold for the two-channel matrix

Write M(E) = E·1 + K with

K = [[i, 1], [1, −i]].

The diagonal entries ±i represent gain in one channel and loss in the other, and the off-diagonal 1 couples them with equal strength. At that balance

K² = [[i² + 1, i − i], [i − i, 1 + (−i)²]] = 0,

and K ≠ 0. The preceding results therefore apply, and the limit of E² M(E)⁻¹ is

−K = [[−i, −1], [−1, i]].

A direct check at E = 0.1 uses det M(E) = (E + i)(E − i) − 1 = E² = 0.01:

M(0.1)⁻¹ = [[10 − 100i, −100], [−100, 10 + 100i]].

Multiplied by E² = 0.01, this is [[0.1 − i, −1], [−1, 0.1 + i]], already within 0.1 of the limit in each entry. Multiplied only by E, it has off-diagonal entries −10. At E = 0.01 those entries are −100, and they continue to grow as −1/E.

```lean
/-- The two-channel matrix is complex symmetric and invertible at every real nonzero energy;
`E²` times its inverse tends to a nonzero matrix as `E` tends to zero, and `E` times its inverse
has no limit. -/
theorem twoChannel_double_pole :
    (∀ E : ℝ, (twoChannel E).IsSymm) ∧
    (∀ E : ℝ, E ≠ 0 → IsUnit (twoChannel E)) ∧
    Tendsto (fun E : ℝ => (E : ℂ) ^ 2 • (twoChannel E)⁻¹) (𝓝[≠] 0)
      (𝓝 !![-Complex.I, -1; -1, Complex.I]) ∧
    (!![-Complex.I, -1; -1, Complex.I] : Matrix (Fin 2) (Fin 2) ℂ) ≠ 0 ∧
    ∀ R : Matrix (Fin 2) (Fin 2) ℂ,
      ¬ Tendsto (fun E : ℝ => (E : ℂ) • (twoChannel E)⁻¹) (𝓝[≠] 0) (𝓝 R) := by
  -- The energy-independent part squares to zero.
  let K : Matrix (Fin 2) (Fin 2) ℂ := !![Complex.I, 1; 1, -Complex.I]
  have hM : ∀ z : ℂ, twoChannel z = secular K z := by
    intro z
    ext i j
    fin_cases i <;> fin_cases j <;> simp [twoChannel, secular, K, sub_eq_add_neg]
  have hK : K * K = 0 := by
    ext i j
    fin_cases i <;> fin_cases j <;> simp [K, Matrix.mul_apply, Fin.sum_univ_succ]
  have hneg : -K = !![-Complex.I, -1; -1, Complex.I] := by
    ext i j
    fin_cases i <;> fin_cases j <;> simp [K]
  have hne : K ≠ 0 := by
    intro h
    have h01 := congrFun (congrFun h 0) 1
    simp [K] at h01
  refine ⟨fun E => ?_, fun E hE => ?_, ?_, ?_, fun R => ?_⟩
  · ext i j
    fin_cases i <;> fin_cases j <;> simp [twoChannel]
  · rw [hM]
    exact (pathOperator_laurent K hK (Complex.ofReal_ne_zero.mpr hE)).1
  · rw [← hneg]
    simp only [hM]
    exact (double_pole_coefficient K hK).comp real_energy_tendsto
  · rw [← hneg]
    exact neg_ne_zero.mpr hne
  · simp only [hM]
    exact no_simple_pole K hK hne R
```

The theorem has five parts, all for real E: symmetry under transposition without complex conjugation (`IsSymm`), invertibility for E ≠ 0, the limit of E² M(E)⁻¹, the fact that this limit is nonzero, and the absence of any limit R for E M(E)⁻¹.

The proof introduces K locally. `hM` identifies `twoChannel` with `secular K`, `hK` checks the square entry by entry, and `hne` reads off the entry (0, 1), which is 1 and not 0. Invertibility, the limit and the absence of R then follow from the general theorems; symmetry is checked entry by entry, and the limit −K is nonzero by `hne`. Symmetry is a reported property of the example and plays no part in producing the double pole; the work is done by K² = 0.

## K is Hermitian and E + K is invertible at small nonzero E

Hermiticity, Kᴴ = K, stands in this model for a system without gain, absorption or escape of electrons to the outside. A real potential alone does not ensure the last of these. Suppose that E² τ(E) tends to some matrix L as the real energy E tends to zero. The claim is L = 0, and it follows in four steps.

First, where S(E) is invertible,

S(E) · E² τ(E) = E²·1.

As E → 0 the left side tends to KL and the right side to 0, so KL = 0.

Second, KL = 0 gives S(E)L = E L. Applying τ(E) yields L = E τ(E)L, and a further factor E gives

E² τ(E)L = E L.

The left side tends to L² and the right side to 0, so L² = 0.

Third, for real E the matrix S(E) is Hermitian, hence so are its inverse and E² τ(E). Conjugate transposition is continuous, so Lᴴ = L.

Fourth, LᴴL = L² = 0. The diagonal entry (j, j) of LᴴL is Σᵢ |Lᵢⱼ|², so every entry of L vanishes.

```lean
/-- For Hermitian `K`, with the secular matrix invertible at real nonzero energies near zero, any
limit of `E²` times the path operator as `E` tends to zero is the zero matrix. -/
theorem hermitian_no_double_pole (K L : Matrix n n ℂ) (hK : K.IsHermitian)
    (hu : ∀ᶠ E : ℝ in 𝓝[≠] 0, IsUnit (secular K E).det)
    (hL : Tendsto (fun E : ℝ => (E : ℂ) ^ 2 • pathOperator K E) (𝓝[≠] 0) (𝓝 L)) :
    L = 0 := by
  have hE := real_energy_tendsto.mono_right nhdsWithin_le_nhds
  have hS : Tendsto (fun E : ℝ => secular K E) (𝓝[≠] 0) (𝓝 K) := by
    have h := (hE.smul_const (1 : Matrix n n ℂ)).add_const K
    rw [zero_smul, zero_add] at h
    exact h
  -- The limit is annihilated by the secular matrix at zero energy.
  have hKL : K * L = 0 := by
    have h1 : Tendsto (fun E : ℝ => (E : ℂ) ^ 2 • (1 : Matrix n n ℂ)) (𝓝[≠] 0) (𝓝 0) := by
      have h := (hE.pow 2).smul_const (1 : Matrix n n ℂ)
      rw [zero_pow two_ne_zero, zero_smul] at h
      exact h
    refine tendsto_nhds_unique (hS.mul hL) (h1.congr' ?_)
    filter_upwards [hu] with E h
    rw [mul_smul_comm, pathOperator, Matrix.mul_nonsing_inv _ h]
  -- On the range of `L` the path operator acts as `1/E`, so `L` squares to zero.
  have hLL : L * L = 0 := by
    have h1 : Tendsto (fun E : ℝ => (E : ℂ) • L) (𝓝[≠] 0) (𝓝 0) := by
      have h := hE.smul_const L
      rw [zero_smul] at h
      exact h
    refine tendsto_nhds_unique (hL.mul_const L) (h1.congr' ?_)
    filter_upwards [hu] with E h
    have h2 : secular K E * L = (E : ℂ) • L := by
      rw [secular, add_mul, hKL, add_zero, smul_mul_assoc, one_mul]
    have h3 : (E : ℂ) • (pathOperator K E * L) = L := by
      rw [← mul_smul_comm, ← h2, ← mul_assoc, pathOperator,
        Matrix.nonsing_inv_mul _ h, one_mul]
    rw [smul_mul_assoc, pow_two, ← smul_smul, h3]
  -- A limit of Hermitian matrices is Hermitian.
  have hH : Lᴴ = L := by
    have hc : Continuous (fun A : Matrix n n ℂ => Aᴴ) := continuous_id.matrix_conjTranspose
    refine tendsto_nhds_unique ((hc.tendsto L).comp hL) (hL.congr (fun E => ?_))
    have hs : (secular K E)ᴴ = secular K E := by
      simp [secular, Matrix.conjTranspose_add, Matrix.conjTranspose_smul, hK.eq]
    simp [pathOperator, Matrix.conjTranspose_smul, Matrix.conjTranspose_nonsing_inv, hs]
  apply Matrix.conjTranspose_mul_self_eq_zero.mp
  rw [hH, hLL]

end

end KKRDoublePole
```

The intermediate results `hKL`, `hLL` and `hH` are the first three steps, each closed by `tendsto_nhds_unique`. The fourth is `Matrix.conjTranspose_mul_self_eq_zero`.

The hypothesis `hK` enters only through `hH`. Without it, L² = 0 still follows, but L need not vanish: in the two-channel example L = −K is nonzero and squares to zero.

The hypothesis `hu` says that det S(E) is invertible, hence nonzero, for all sufficiently small nonzero real E. Physically, no other pole accumulates at zero. It is used in the first two steps, where τ(E) must cancel S(E). The theorem assumes it, although for a finite energy-independent K it costs nothing: det(E·1 + K) is a polynomial in E with leading coefficient one, so its zeros are finite in number.

The hypothesis `hL` supplies the limit L, so the theorem identifies the value of a limit and does not establish that one exists. This is enough to exclude a double pole, which would require a nonzero L.

```lean
#print axioms KKRDoublePole.twoChannel_double_pole
-- 'KKRDoublePole.twoChannel_double_pole' depends on axioms: [propext, Classical.choice, Quot.sound]
#print axioms KKRDoublePole.hermitian_no_double_pole
-- 'KKRDoublePole.hermitian_no_double_pole' depends on axioms: [propext, Classical.choice, Quot.sound]
```
